# A Changed Occupied Parity Product Forces a Zero-Energy State on a Continuous Parity-Symmetric Path

In a band calculation, one can compare the parities of the occupied states at an inversion-invariant momentum before and after a continuous change of the Hamiltonian, with inversion symmetry kept throughout. If their product has changed sign, some level at that momentum must have reached the Fermi level in between. This inference is justified here for a finite, non-interacting model with a fixed parity operator, whose Hamiltonian, with energies measured from the Fermi level, varies continuously.

## Counting negative energies in a symmetry sector

Let $H(s)$, $s\in[0,1]$, be a continuous path of Hermitian operators on a finite-dimensional complex space, each commuting with a fixed operator $P$. For such an operator $T$, let $N_p(T)$ be the dimension of the span of its negative-energy eigenstates with $Px=px$. Then $N_p(-T)$ counts the positive-energy states. Let $d_p$ be the dimension of the whole sector $Px=px$.

**Parities.** Suppose $P^2=1$, and let $b_i$ be a joint eigenbasis with energies $e_i$ and parities $\xi_i=\pm1$. If $x=\sum_i x_ib_i$ has energy $\mu<0$ and parity $-1$, comparing coefficients gives $(e_i-\mu)x_i=0$ and $(\xi_i+1)x_i=0$. Only occupied odd basis states contribute, so
$$\prod_{e_i<0}\xi_i=(-1)^{N_{-1}(T)}.$$

**Energy bound.** Now take an orthonormal eigenbasis $b_i$ of $T$ with energies $\varepsilon_i$, and choose $c>0$ such that every negative $\varepsilon_i$ is at most $-c$. An occupied $x$ has components only on negative levels, hence
$$\langle x,Tx\rangle=\sum_i\varepsilon_i|\langle b_i,x\rangle|^2\le -c\|x\|^2.$$

**Small changes.** Let $S$ be Hermitian, commute with $P$ and satisfy $\|S-T\|<c$. If $x\ne0$ were occupied for $T$ and in the positive-energy space of $S$, then $\langle x,Sx\rangle>0$. But
$$\langle x,Sx\rangle\le(-c+\|S-T\|)\|x\|^2<0.$$
The two spaces therefore meet only in zero.

**Complementary counts.** If $Px=px$, then $PTx=TPx=pTx$, so $T$ can be diagonalised inside the sector. Without zero energies, the negative and positive spaces span the sector. They meet only in zero, by the previous step with $S=T$, so $N_p(T)+N_p(-T)=d_p$.

**Constancy.** Call an operator gapped if it has no zero-energy eigenstate. For gapped $S$ near $T$,
$$N_p(T)+N_p(-S)\le d_p=N_p(S)+N_p(-S),$$
so $N_p(T)\le N_p(S)$. Likewise $N_p(-T)\le N_p(-S)$. If $T$ is gapped too, both sums equal $d_p$, which forces equality. An integer that is locally constant on $[0,1]$ is constant. If the parity products at the ends differ, the path therefore cannot be gapped throughout.

**Without the symmetry.** Commutation is needed along the whole path, not only at its ends. Take $P=\sigma_z$ and
$$H(s)=\cos(\pi s)\,\sigma_z+\sin(\pi s)\,\sigma_x.$$
Since $H(s)^2=1$, the energies stay at $\pm1$, yet the occupied parity changes from $-1$ to $1$. For $0<s<1$, $H(s)$ does not commute with $P$.

## Sectors, occupation and levels in Lean

The operators are continuous linear maps, and distances between Hamiltonians use the operator norm.

```lean
import Mathlib

open Module Filter Topology
open scoped InnerProductSpace

namespace ParityProducts

variable {E : Type*} [NormedAddCommGroup E] [InnerProductSpace ℂ E]

/-- The states on which the symmetry `P` takes the value `p`. -/
abbrev sector (P : E →L[ℂ] E) (p : ℂ) : Submodule ℂ E :=
  End.eigenspace (P : E →ₗ[ℂ] E) p
```

The span below is the occupied space, and its `finrank` is $N_p(T)$.

```lean
/-- The span of the negative-energy eigenstates of `T` with symmetry value `p`. -/
def occupied (P T : E →L[ℂ] E) (p : ℂ) : Submodule ℂ E :=
  Submodule.span ℂ {x | P x = p • x ∧ ∃ ε : ℝ, ε < 0 ∧ T x = (ε : ℂ) • x}

/-- The number of independent negative-energy states with symmetry value `p`,
for a finite-dimensional state space. -/
noncomputable def occupiedNumber (P T : E →L[ℂ] E) (p : ℂ) : ℕ :=
  finrank ℂ (occupied P T p)
```

`Gapped` places the Fermi level at zero and excludes zero modes. `SymmetricHamiltonian` requires $T$, but not $P$, to be Hermitian.

```lean
/-- The Hamiltonian has no non-zero state of zero energy. -/
def Gapped (T : E →L[ℂ] E) : Prop := ∀ x, T x = 0 → x = 0

/-- `T` is Hermitian and commutes with `P`. -/
def SymmetricHamiltonian (P T : E →L[ℂ] E) : Prop :=
  (T : E →ₗ[ℂ] E).IsSymmetric ∧ P * T = T * P
```

The joint eigenbasis in `IsLevels` need not be orthonormal.

```lean
/-- The basis `b` consists of joint eigenstates with energies `e` and parities `ξ`. -/
def IsLevels {ι : Type*} (P T : E →L[ℂ] E) (b : Basis ι ℂ E) (e : ι → ℝ) (ξ : ι → ℂ) : Prop :=
  ∀ i, T (b i) = (e i : ℂ) • b i ∧ P (b i) = ξ i • b i
```

## The parity product as a count

In the proof, `hcoord` compares coefficients, `hspan` identifies the occupied odd space, and `hcard` counts its basis vectors.

```lean
/-- For an involution `P`, the product of the parities of the negative-energy members of a
finite joint eigenbasis is `-1` to the number of occupied odd states. -/
theorem parity_product {ι : Type*} [Fintype ι] {P T : E →L[ℂ] E} (hP : P * P = 1)
    {b : Basis ι ℂ E} {e : ι → ℝ} {ξ : ι → ℂ} (h : IsLevels P T b e ξ) :
    ∏ i with e i < 0, ξ i = (-1) ^ occupiedNumber P T (-1) := by
  classical
  have hcoord : ∀ (A : E →L[ℂ] E) (a : ι → ℂ), (∀ i, A (b i) = a i • b i) →
      ∀ x i, b.repr (A x) i = a i * b.repr x i := by
    intro A a hA x i
    have h : b.coord i ∘ₗ (A : E →ₗ[ℂ] E) = a i • b.coord i := b.ext fun j => by
      by_cases hij : j = i
      · subst hij; simp [hA]
      · simp [hA, hij]
    exact LinearMap.congr_fun h x
  -- the occupied odd space is spanned by the occupied odd basis states
  have hspan : occupied P T (-1) =
      Submodule.span ℂ (Set.range fun i : {i // e i < 0 ∧ ξ i = -1} => b i) := by
    apply le_antisymm
    · refine Submodule.span_le.2 ?_
      rintro x ⟨hxP, μ, hμ, hxT⟩
      change x ∈ Submodule.span ℂ _
      rw [← b.sum_repr x]
      refine Submodule.sum_mem _ fun i _ => ?_
      by_cases h0 : b.repr x i = 0
      · rw [h0, zero_smul]; exact Submodule.zero_mem _
      have h1 := hcoord T (fun i => (e i : ℂ)) (fun i => (h i).1) x i
      have h2 := hcoord P ξ (fun i => (h i).2) x i
      rw [hxT] at h1
      rw [hxP] at h2
      simp only [map_smul, Finsupp.smul_apply, smul_eq_mul] at h1 h2
      have h3 : μ = e i := Complex.ofReal_injective (mul_right_cancel₀ h0 h1)
      exact Submodule.smul_mem _ _ (Submodule.subset_span
        ⟨⟨i, h3 ▸ hμ, (mul_right_cancel₀ h0 h2).symm⟩, rfl⟩)
    · refine Submodule.span_le.2 ?_
      rintro _ ⟨⟨i, hi, hξ⟩, rfl⟩
      have hodd : P (b i) = (-1 : ℂ) • b i := by rw [(h i).2, hξ]
      exact Submodule.subset_span ⟨hodd, e i, hi, (h i).1⟩
  have hcard : occupiedNumber P T (-1) = Fintype.card {i // e i < 0 ∧ ξ i = -1} := by
    unfold occupiedNumber
    rw [hspan]
    exact finrank_span_eq_card (b.linearIndependent.comp _ Subtype.val_injective)
  have hξ : ∀ i, ξ i = 1 ∨ ξ i = -1 := by
    intro i
    have h1 : P (P (b i)) = b i := congrArg (fun A : E →L[ℂ] E => A (b i)) hP
    have h2 := hcoord P ξ (fun i => (h i).2) (P (b i)) i
    rw [h1, hcoord P ξ (fun i => (h i).2)] at h2
    simp only [Basis.repr_self, Finsupp.single_eq_same, mul_one] at h2
    exact mul_self_eq_one_iff.1 h2.symm
  rw [hcard, Fintype.card_subtype, ← Finset.prod_const, Finset.prod_filter, Finset.prod_filter]
  refine Finset.prod_congr rfl fun i _ => ?_
  by_cases h1 : e i < 0 <;> rcases hξ i with h2 | h2 <;> norm_num [h1, h2]
```

## From the energy bound to a constant count

Replacing $T$ by $-T$ exchanges negative- and positive-energy states.

```lean
/-- Reversing the sign of all energies keeps a Hamiltonian Hermitian and symmetric. -/
theorem SymmetricHamiltonian.neg {P T : E →L[ℂ] E} (h : SymmetricHamiltonian P T) :
    SymmetricHamiltonian P (-T) :=
  ⟨fun x y => by simpa using h.1 x y, by rw [mul_neg, neg_mul, h.2]⟩

/-- Occupied states lie in their symmetry sector. -/
theorem occupied_le_sector (P T : E →L[ℂ] E) (p : ℂ) : occupied P T p ≤ sector P p :=
  Submodule.span_le.2 fun _ hx => End.mem_eigenspace_iff.2 hx.1
```

From here on, the state space is explicitly assumed to be finite-dimensional. `hzero` removes the components on non-negative levels, and `hsum` expands the energy expectation.

```lean
variable [FiniteDimensional ℂ E] {P T : E →L[ℂ] E}

/-- For a Hermitian Hamiltonian, the energy expectation on the occupied space is
bounded above by a negative constant times the squared norm. -/
theorem occupied_energy_bound (p : ℂ) (hT : (T : E →ₗ[ℂ] E).IsSymmetric) :
    ∃ c : ℝ, 0 < c ∧ ∀ x ∈ occupied P T p, (⟪x, T x⟫_ℂ).re ≤ -c * ‖x‖ ^ 2 := by
  obtain ⟨b, ε, hb⟩ : ∃ (b : OrthonormalBasis (Fin (finrank ℂ E)) ℂ E)
      (ε : Fin (finrank ℂ E) → ℝ), ∀ i, T (b i) = (ε i : ℂ) • b i :=
    ⟨hT.eigenvectorBasis rfl, hT.eigenvalues rfl, fun i => hT.apply_eigenvectorBasis rfl i⟩
  have hcoef : ∀ i x, ⟪b i, T x⟫_ℂ = (ε i : ℂ) * ⟪b i, x⟫_ℂ := by
    intro i x
    have h : ⟪T (b i), x⟫_ℂ = ⟪b i, T x⟫_ℂ := hT (b i) x
    rw [← h, hb, inner_smul_left, Complex.conj_ofReal]
  have hev : ∀ᶠ c in 𝓝[>] (0 : ℝ), ∀ i, ε i < 0 → ε i ≤ -c := by
    refine eventually_all.2 fun i => ?_
    by_cases h : ε i < 0
    · filter_upwards [(eventually_lt_nhds (neg_pos.2 h)).filter_mono nhdsWithin_le_nhds]
        with c hc _
      linarith
    · exact Eventually.of_forall fun c h' => absurd h' h
  obtain ⟨c, hc, hpos⟩ := (hev.and eventually_mem_nhdsWithin).exists
  refine ⟨c, hpos, fun x hx => ?_⟩
  -- occupied states have no component on levels of non-negative energy
  have hzero : ∀ i, ¬ ε i < 0 → ⟪b i, x⟫_ℂ = 0 := by
    intro i hi
    unfold occupied at hx
    induction hx using Submodule.span_induction with
    | mem y hy =>
      obtain ⟨_, μ, hμ, hy⟩ := hy
      have h := hcoef i y
      rw [hy, inner_smul_right] at h
      have hlt : μ - ε i < 0 := by linarith [not_lt.1 hi]
      have hne : (μ : ℂ) - ε i ≠ 0 := by
        rw [← Complex.ofReal_sub]; exact Complex.ofReal_ne_zero.2 hlt.ne
      exact (mul_eq_zero.1 (by linear_combination h :
        ((μ : ℂ) - ε i) * ⟪b i, y⟫_ℂ = 0)).resolve_left hne
    | zero => exact inner_zero_right _
    | add y z _ _ hy hz => rw [inner_add_right, hy, hz, add_zero]
    | smul a y _ hy => rw [inner_smul_right, hy, mul_zero]
  have hsum : (⟪x, T x⟫_ℂ).re = ∑ i, ε i * ‖⟪b i, x⟫_ℂ‖ ^ 2 := by
    rw [← b.sum_inner_mul_inner x (T x), Complex.re_sum]
    refine Finset.sum_congr rfl fun i _ => ?_
    rw [hcoef, ← inner_conj_symm x (b i)]
    generalize ⟪b i, x⟫_ℂ = z
    rw [Complex.sq_norm, Complex.normSq_apply]
    simp only [Complex.mul_re, Complex.mul_im, Complex.conj_re, Complex.conj_im,
      Complex.ofReal_re, Complex.ofReal_im]
    ring
  rw [hsum, ← b.sum_sq_norm_inner_right x, Finset.mul_sum]
  refine Finset.sum_le_sum fun i _ => ?_
  by_cases h : ε i < 0
  · exact mul_le_mul_of_nonneg_right (hc i h) (sq_nonneg _)
  · simp [hzero i h]
```

The final `nlinarith` combines the two energy bounds with the norm estimate `h5`.

```lean
/-- Within a symmetry sector, the occupied space of a Hermitian `T` commuting with `P` meets the
positive-energy space of every sufficiently close `S` of the same kind only in zero. -/
theorem occupied_inf_empty (p : ℂ) (hT : SymmetricHamiltonian P T) :
    ∃ c : ℝ, 0 < c ∧ ∀ S, SymmetricHamiltonian P S → ‖S - T‖ < c →
      occupied P T p ⊓ occupied P (-S) p = ⊥ := by
  obtain ⟨c, hc, h⟩ := occupied_energy_bound (P := P) p hT.1
  refine ⟨c, hc, fun S hS hST => (Submodule.eq_bot_iff _).2 fun x hx => ?_⟩
  obtain ⟨d, hd, h'⟩ := occupied_energy_bound (P := P) p hS.neg.1
  by_contra hx0
  have hN : 0 < ‖x‖ ^ 2 := pow_pos (norm_pos_iff.2 hx0) 2
  have h1 := h x hx.1
  have h2 := h' x hx.2
  have h3 : (⟪x, (-S) x⟫_ℂ).re = -(⟪x, S x⟫_ℂ).re := by simp
  have h4 : (⟪x, (S - T) x⟫_ℂ).re = (⟪x, S x⟫_ℂ).re - (⟪x, T x⟫_ℂ).re := by
    simp
  have h5 : (⟪x, (S - T) x⟫_ℂ).re ≤ ‖S - T‖ * ‖x‖ ^ 2 :=
    calc _ ≤ ‖⟪x, (S - T) x⟫_ℂ‖ := Complex.re_le_norm _
      _ ≤ ‖x‖ * ‖(S - T) x‖ := norm_inner_le_norm _ _
      _ ≤ ‖x‖ * (‖S - T‖ * ‖x‖) := by gcongr; exact (S - T).le_opNorm x
      _ = _ := by ring
  nlinarith [mul_pos hd hN, mul_pos (sub_pos.2 hST) hN]
```

Next, `hsup` shows that the negative and positive spaces span the sector; the dimension formula then adds their counts.

```lean
/-- For a gapped Hermitian Hamiltonian commuting with `P`, the numbers of negative- and
positive-energy states in a sector add up to its dimension. -/
theorem occupied_add_empty (p : ℂ) (hT : SymmetricHamiltonian P T) (hgap : Gapped T) :
    occupiedNumber P T p + occupiedNumber P (-T) p = finrank ℂ (sector P p) := by
  have hsup : occupied P T p ⊔ occupied P (-T) p = sector P p := by
    refine le_antisymm (sup_le (occupied_le_sector _ _ _) (occupied_le_sector _ _ _)) ?_
    intro x hx
    have hinv : ∀ y ∈ sector P p, (T : E →ₗ[ℂ] E) y ∈ sector P p := by
      intro y hy
      have hy' : P y = p • y := End.mem_eigenspace_iff.1 hy
      have h : P (T y) = T (P y) := congrArg (fun A : E →L[ℂ] E => A y) hT.2
      exact End.mem_eigenspace_iff.2 (h.trans (by rw [hy', map_smul]; rfl))
    have hR := hT.1.restrict_invariant hinv
    -- diagonalise the Hamiltonian inside the sector
    obtain ⟨b, ε, hb⟩ : ∃ (b : OrthonormalBasis (Fin (finrank ℂ (sector P p))) ℂ (sector P p))
        (ε : Fin (finrank ℂ (sector P p)) → ℝ), ∀ i, T (b i : E) = (ε i : ℂ) • (b i : E) :=
      ⟨hR.eigenvectorBasis rfl, hR.eigenvalues rfl,
        fun i => congrArg Subtype.val (hR.apply_eigenvectorBasis rfl i)⟩
    have h := congrArg (sector P p).subtype (b.sum_repr ⟨x, hx⟩)
    rw [map_sum] at h
    change _ = x at h
    rw [← h]
    refine Submodule.sum_mem _ fun i _ => ?_
    rw [map_smul]
    refine Submodule.smul_mem _ _ ?_
    change (b i : E) ∈ _
    have hbP : P (b i : E) = p • (b i : E) := End.mem_eigenspace_iff.1 (b i).2
    rcases lt_trichotomy (ε i) 0 with h | h | h
    · exact Submodule.mem_sup_left (Submodule.subset_span ⟨hbP, _, h, hb i⟩)
    · have hz : (b i : E) = 0 :=
        hgap (b i : E) (by rw [hb, h, Complex.ofReal_zero, zero_smul])
      rw [hz]
      exact Submodule.zero_mem _
    · exact Submodule.mem_sup_right (Submodule.subset_span
        ⟨hbP, -ε i, by linarith, by simp [hb]⟩)
  obtain ⟨c, hc, hdisj⟩ := occupied_inf_empty p hT
  have h := Submodule.finrank_sup_add_finrank_inf_eq (occupied P T p) (occupied P (-T) p)
  rw [hsup, hdisj T hT (by simpa using hc), finrank_bot] at h
  unfold occupiedNumber
  omega
```

The same formula, applied to the occupied space of $T$ and the empty space of $S$, gives the one-sided inequality.

```lean
/-- A sufficiently small change of a Hermitian Hamiltonian commuting with `P`, to a gapped one
of the same kind, cannot lower the number of occupied states in a sector. -/
theorem occupiedNumber_stable (p : ℂ) (hT : SymmetricHamiltonian P T) :
    ∃ c : ℝ, 0 < c ∧ ∀ S, SymmetricHamiltonian P S → Gapped S → ‖S - T‖ < c →
      occupiedNumber P T p ≤ occupiedNumber P S p := by
  obtain ⟨c, hc, h⟩ := occupied_inf_empty p hT
  refine ⟨c, hc, fun S hS hgap hST => ?_⟩
  have h1 := Submodule.finrank_sup_add_finrank_inf_eq (occupied P T p) (occupied P (-S) p)
  rw [h S hS hST, finrank_bot] at h1
  have h2 := Submodule.finrank_mono
    (sup_le (occupied_le_sector P T p) (occupied_le_sector P (-S) p))
  have h3 := occupied_add_empty p hS hgap
  unfold occupiedNumber at h3 ⊢
  omega
```

Using that inequality for $H(u)$ and $-H(u)$ gives local constancy, and `isPreconnected_Icc.constant` extends it to the interval.

```lean
/-- Along a continuous gapped path of Hermitian Hamiltonians commuting with `P`, the number of
negative-energy states in each symmetry sector is constant. -/
theorem occupiedNumber_constant {H : ℝ → E →L[ℂ] E} (p : ℂ)
    (hcont : ContinuousOn H (Set.Icc 0 1))
    (hH : ∀ s ∈ Set.Icc (0 : ℝ) 1, SymmetricHamiltonian P (H s))
    (hgap : ∀ s ∈ Set.Icc (0 : ℝ) 1, Gapped (H s)) {s t : ℝ}
    (hs : s ∈ Set.Icc (0 : ℝ) 1) (ht : t ∈ Set.Icc (0 : ℝ) 1) :
    occupiedNumber P (H s) p = occupiedNumber P (H t) p := by
  refine isPreconnected_Icc.constant (f := fun s => occupiedNumber P (H s) p) ?_ hs ht
  intro u hu
  obtain ⟨c, hc, h⟩ := occupiedNumber_stable p (hH u hu)
  obtain ⟨d, hd, h'⟩ := occupiedNumber_stable p (hH u hu).neg
  change Tendsto _ _ (𝓝 (occupiedNumber P (H u) p))
  refine tendsto_const_nhds.congr' ?_
  filter_upwards [Metric.tendsto_nhds.1 (hcont u hu) _ (lt_min hc hd), self_mem_nhdsWithin]
    with v hv hvI
  rw [dist_eq_norm] at hv
  -- neither the occupied nor the empty number can drop, and their sum is fixed
  have h1 := h (H v) (hH v hvI) (hgap v hvI) (hv.trans_le (min_le_left _ _))
  have h2 := h' (-H v) (hH v hvI).neg (fun x hx => hgap v hvI x (by simpa using hx)) (by
    rw [show -H v - -H u = -(H v - H u) by abel, norm_neg]
    exact hv.trans_le (min_le_right _ _))
  have h3 := occupied_add_empty p (hH v hvI) (hgap v hvI)
  have h4 := occupied_add_empty p (hH u hu) (hgap u hu)
  omega
```

## The forced zero-energy state

The theorem does not require a gap anywhere on the path, so the zero-energy state may lie at an endpoint. Equal products imply nothing about the gap. The product runs over all occupied states: where Kramers partners share a parity it is always $1$, so this criterion detects no change there.

```lean
/-- If the occupied parity products at the ends of a continuous path of Hermitian Hamiltonians
commuting with an involution `P` differ, a non-zero state of zero energy occurs on the path. -/
theorem parity_change_closes_gap {ι κ : Type*} [Fintype ι] [Fintype κ] {H : ℝ → E →L[ℂ] E}
    (hP : P * P = 1) (hcont : ContinuousOn H (Set.Icc 0 1))
    (hH : ∀ s ∈ Set.Icc (0 : ℝ) 1, SymmetricHamiltonian P (H s))
    {b : Basis ι ℂ E} {e : ι → ℝ} {ξ : ι → ℂ} (h₀ : IsLevels P (H 0) b e ξ)
    {b' : Basis κ ℂ E} {e' : κ → ℝ} {ξ' : κ → ℂ} (h₁ : IsLevels P (H 1) b' e' ξ')
    (hne : ∏ i with e i < 0, ξ i ≠ ∏ i with e' i < 0, ξ' i) :
    ∃ s ∈ Set.Icc (0 : ℝ) 1, ∃ x, x ≠ 0 ∧ H s x = 0 := by
  by_contra hno
  apply hne
  rw [parity_product hP h₀, parity_product hP h₁,
    occupiedNumber_constant (-1) hcont hH
      (fun s hs x hx => by_contra fun hx0 => hno ⟨s, hs, x, hx0, hx⟩)
      (Set.left_mem_Icc.2 zero_le_one) (Set.right_mem_Icc.2 zero_le_one)]
```

## Band inversion in two levels

For $m\sigma_z$, the occupied state is odd at $m=1$ and even at $m=-1$. The straight path between them vanishes at $m=0$. The last theorem verifies the symmetry and the levels for every real $m$, and the gap for $m\neq0$.

```lean
/-- The parity operator diag(1, -1) of a two-level system. -/
noncomputable def sigmaZ : EuclideanSpace ℂ (Fin 2) →L[ℂ] EuclideanSpace ℂ (Fin 2) :=
  Matrix.toEuclideanCLM (n := Fin 2) (𝕜 := ℂ) !![1, 0; 0, -1]

/-- The two-level Hamiltonians `m σ_z` are Hermitian, commute with the involution `σ_z`, are
gapped for `m ≠ 0`, and have levels `m, -m` of parities `1, -1` in the standard basis. -/
theorem twoLevel_witness (m : ℝ) : sigmaZ * sigmaZ = 1 ∧
    SymmetricHamiltonian sigmaZ ((m : ℂ) • sigmaZ) ∧ (m ≠ 0 → Gapped ((m : ℂ) • sigmaZ)) ∧
    IsLevels sigmaZ ((m : ℂ) • sigmaZ) (EuclideanSpace.basisFun (Fin 2) ℂ).toBasis
      ![m, -m] ![1, -1] := by
  have h0 : ∀ x, (sigmaZ x).ofLp 0 = x.ofLp 0 := fun x => by
    change (!![(1 : ℂ), 0; 0, -1].mulVec x.ofLp) 0 = _
    simp [Matrix.mulVec, dotProduct, Fin.sum_univ_two]
  have h1 : ∀ x, (sigmaZ x).ofLp 1 = -x.ofLp 1 := fun x => by
    change (!![(1 : ℂ), 0; 0, -1].mulVec x.ofLp) 1 = _
    simp [Matrix.mulVec, dotProduct, Fin.sum_univ_two]
  have hsq : ∀ x, sigmaZ (sigmaZ x) = x := fun x => by
    ext j
    fin_cases j <;> simp [h0, h1]
  refine ⟨ContinuousLinearMap.ext hsq, ⟨fun x y => ?_, ?_⟩, fun hm x hx => ?_, fun i => ?_⟩
  · simp [PiLp.inner_apply, Fin.sum_univ_two, h0, h1]
    ring
  · rw [mul_smul_comm, smul_mul_assoc]
  · have hx' : (m : ℂ) • sigmaZ x = 0 := hx
    have h := (smul_eq_zero.1 hx').resolve_left (Complex.ofReal_ne_zero.2 hm)
    rw [← hsq x, h, map_zero]
  · constructor <;> ext j <;> fin_cases i <;> fin_cases j <;> simp [h0, h1]

end ParityProducts
```

```lean
#print axioms ParityProducts.parity_change_closes_gap
```

```
'ParityProducts.parity_change_closes_gap' depends on axioms: [propext, Classical.choice, Quot.sound]
```
